# Two bounds on the attraction of a ground-state atom to a perfect mirror

A neutral atom in its ground state is attracted by a nearby metal surface even in vacuum at zero temperature. Close to the surface the energy follows a 1/z³ law, and far away retardation turns this into 1/z⁴. How strong can the attraction be at a given distance z if little is known about the atom's response?

For a flat, perfectly reflecting mirror, the response enters through the polarizability a(u) at imaginary frequency u, often written α(iξ). We use units ħ = c = 1 and polarizability volumes, which are SI polarizabilities divided by 4πε₀. The energy is

U(z) = −(1/π) ∫₀^∞ a(u) K(z,u) du,

K(z,u) = ∫ᵤ^∞ k² exp(−2kz) dk.

Here k is the decay constant of the field normal to the surface, and exp(−2kz) belongs to the path to the mirror and back. If a is integrable on u > 0 and 0 ≤ a(u) ≤ a0 there, then U ≤ 0 and

|U| ≤ 3a0/(8πz⁴),

|U| ≤ ∫a/(4πz³),

where ∫a is the integral over u > 0. For an atom whose polarizability falls with u, a0 can be the static polarizability. The second bound is the smaller one when z < 3a0/(2∫a), for ∫a > 0.

Imaginary-frequency polarizabilities from electronic-structure calculations can be inserted after conversion to these units (in atomic units c is not 1), and the bounds then limit the energy of a point-like, isotropic atom at an ideal mirror.

## Integrating over decay constants and frequencies

For constants A, B, C, the product rule gives

d/dk [exp(−2kz)(A + B kz + C (kz)²)] = z exp(−2kz)[(B − 2A) + (2C − 2B) kz − 2C (kz)²].

With A = 1, B = C = 2, the right side is −4z³k² exp(−2kz). The expression in brackets on the left vanishes as k → ∞, so only the lower limit contributes. With x = uz,

K(z,u) = exp(−2x)(1 + 2x + 2x²)/(4z³).

The same rule, with u in place of k and A = 3/2, B = 2, C = 1, gives

d/du [exp(−2x)(3/2 + 2x + x²)] = −z exp(−2x)(1 + 2x + 2x²) = −4z⁴ K(z,u).

Hence

∫₀^∞ K(z,u) du = (3/2)/(4z⁴) = 3/(8z⁴).

For u ≥ 0, put y = 2x in 1 + y + y²/2 ≤ exp(y). This gives K(z,u) ≤ 1/(4z³), the value at zero frequency.

Both bounds now follow from 0 ≤ aK. Replacing a by a0 gives ∫aK ≤ 3a0/(8z⁴); replacing K by 1/(4z³) gives ∫aK ≤ ∫a/(4z³). Dividing by π finishes the argument.

## The kernel and the potential as integrals

In Lean 4 with Mathlib:

```lean
import Mathlib

open MeasureTheory Set Filter Topology
open scoped Real

namespace AtomSurfaceBounds

noncomputable section
```

The kernel is defined by its integral, so the closed form has to be proved. `Ioi u` is the open half-line k > u.

```lean
/-- The mirror kernel at distance `z` and imaginary frequency `u` (units `ħ = c = 1`):
the integral of `k² exp(-2kz)` over decay constants `k > u`. -/
def mirrorKernel (z u : ℝ) : ℝ := ∫ k in Ioi u, k ^ 2 * Real.exp (-2 * k * z)
```

The potential is likewise the frequency integral above. That this integral is the energy shift of a real atom comes from quantum electrodynamics with an ideal mirror and is taken as the definition here; finite conductivity, surface roughness and temperature are absent.

```lean
/-- The atom-surface potential at distance `z` of an atom whose polarizability at imaginary
frequency `u` is `a u`. -/
def surfacePotential (a : ℝ → ℝ) (z : ℝ) : ℝ :=
  -(1 / π) * ∫ u in Ioi (0 : ℝ), a u * mirrorKernel z u
```

The example used at the end is an atom with one transition frequency ω.

```lean
/-- The polarizability at imaginary frequency `u` of a single oscillator with static
polarizability `a0` and frequency `ω`, for `ω ≠ 0`. -/
def oscillator (a0 ω u : ℝ) : ℝ := a0 * ω ^ 2 / (ω ^ 2 + u ^ 2)
```

## The closed form of the kernel

The first lemma is the product rule with general A, B and C. `HasDerivAt` states that the function has the given derivative at the point k.

```lean
/-- The derivative in `k` of `exp(-2kz)` times a quadratic polynomial in `kz`. -/
theorem hasDerivAt_exp_quadratic (z A B C k : ℝ) :
    HasDerivAt (fun k : ℝ => Real.exp (-2 * k * z) * (A + B * (k * z) + C * (k * z) ^ 2))
      (z * Real.exp (-2 * k * z) *
        ((B - 2 * A) + (2 * C - 2 * B) * (k * z) - 2 * C * (k * z) ^ 2)) k := by
  have h1 : HasDerivAt (fun k : ℝ => -2 * k * z) (-2 * z) k :=
    (((hasDerivAt_id' k).const_mul (-2 : ℝ)).mul_const z).congr_deriv (by ring)
  have h2 : HasDerivAt (fun k : ℝ => k * z) z k :=
    ((hasDerivAt_id' k).mul_const z).congr_deriv (by ring)
  have h3 : HasDerivAt (fun k : ℝ => A + B * (k * z) + C * (k * z) ^ 2)
      (B * z + C * (2 * (k * z) * z)) k :=
    (((h2.const_mul B).const_add A).fun_add ((h2.fun_pow 2).const_mul C)).congr_deriv
      (by norm_num)
  exact (h1.exp.fun_mul h3).congr_deriv (by ring)
```

The boundary term at infinity vanishes because each power of 2zk times exp(−2zk) tends to zero. The proof adds the powers 0, 1 and 2 with suitable coefficients.

```lean
/-- For `z > 0`, `exp(-2kz)` times a quadratic polynomial in `kz` vanishes as `k → ∞`. -/
theorem tendsto_exp_quadratic {z : ℝ} (hz : 0 < z) (A B C : ℝ) :
    Tendsto (fun k : ℝ => Real.exp (-2 * k * z) * (A + B * (k * z) + C * (k * z) ^ 2))
      atTop (𝓝 0) := by
  have hy : Tendsto (fun k : ℝ => 2 * z * k) atTop atTop :=
    tendsto_id.const_mul_atTop (by positivity)
  have h (n : ℕ) := (Real.tendsto_pow_mul_exp_neg_atTop_nhds_zero n).comp hy
  have h3 := (((h 0).const_mul A).add ((h 1).const_mul (B / 2))).add ((h 2).const_mul (C / 4))
  simp only [mul_zero, add_zero] at h3
  refine h3.congr fun k => ?_
  simp only [Function.comp_apply]
  rw [show -2 * k * z = -(2 * z * k) by ring]
  ring
```

The choice 1, 2, 2 turns the derivative into the integrand, and the fundamental theorem of calculus on a half-line evaluates the integral. Its version for nonnegative derivatives needs no separate proof of integrability. The formula holds for every real u, although the physics uses only u ≥ 0.

```lean
/-- Closed form of the mirror kernel for `z > 0`: with `x = uz` it equals
`exp(-2x)(1 + 2x + 2x²)/(4z³)`. -/
theorem mirrorKernel_eq {z : ℝ} (hz : 0 < z) (u : ℝ) :
    mirrorKernel z u =
      Real.exp (-2 * u * z) * (1 + 2 * (u * z) + 2 * (u * z) ^ 2) / (4 * z ^ 3) := by
  have hd (k : ℝ) := ((hasDerivAt_exp_quadratic z 1 2 2 k).const_mul
    (-1 / (4 * z ^ 3))).congr_deriv (g' := k ^ 2 * Real.exp (-2 * k * z)) (by
      rw [div_mul_eq_mul_div, div_eq_iff (by positivity)]
      ring)
  have hl := (tendsto_exp_quadratic hz 1 2 2).const_mul (-1 / (4 * z ^ 3))
  rw [mirrorKernel, integral_Ioi_of_hasDerivAt_of_nonneg' (fun k _ => hd k)
    (fun k _ => by positivity) hl]
  ring
```

## Size and frequency integral of the kernel

The integrand is nonnegative, and so is the kernel.

```lean
/-- The mirror kernel is nonnegative. -/
theorem mirrorKernel_nonneg (z u : ℝ) : 0 ≤ mirrorKernel z u :=
  setIntegral_nonneg measurableSet_Ioi (fun k _ => by positivity)
```

In the upper bound, `hq` is the exponential inequality at y = 2uz, and `hb` is the same inequality multiplied by exp(−2uz).

```lean
/-- For `z > 0` and `u ≥ 0` the mirror kernel is at most `1/(4z³)`. -/
theorem mirrorKernel_le {z u : ℝ} (hz : 0 < z) (hu : 0 ≤ u) :
    mirrorKernel z u ≤ 1 / (4 * z ^ 3) := by
  have hq := Real.quadratic_le_exp_of_nonneg (x := 2 * u * z) (by positivity)
  have he : Real.exp (-2 * u * z) * Real.exp (2 * u * z) = 1 := by
    rw [← Real.exp_add, show -2 * u * z + 2 * u * z = 0 by ring, Real.exp_zero]
  have hb : Real.exp (-2 * u * z) * (1 + 2 * (u * z) + 2 * (u * z) ^ 2) ≤ 1 := by
    rw [← he]
    exact mul_le_mul_of_nonneg_left (by linarith) (Real.exp_pos _).le
  rw [mirrorKernel_eq hz]
  exact div_le_div_of_nonneg_right hb (by positivity)
```

The second integration uses the coefficients 3/2, 2, 1. The theorem states integrability together with the value.

```lean
/-- For `z > 0` the mirror kernel is integrable over the frequencies `u > 0`, with
integral `3/(8z⁴)`. -/
theorem mirrorKernel_integral {z : ℝ} (hz : 0 < z) :
    IntegrableOn (mirrorKernel z) (Ioi 0) ∧
      ∫ u in Ioi (0 : ℝ), mirrorKernel z u = 3 / (8 * z ^ 4) := by
  have hd (u : ℝ) := ((hasDerivAt_exp_quadratic z (3 / 2) 2 1 u).const_mul
    (-1 / (4 * z ^ 4))).congr_deriv (g' := mirrorKernel z u) (by
      rw [mirrorKernel_eq hz, div_mul_eq_mul_div,
        div_eq_div_iff (by positivity) (by positivity)]
      ring)
  have hl := (tendsto_exp_quadratic hz (3 / 2) 2 1).const_mul (-1 / (4 * z ^ 4))
  refine ⟨integrableOn_Ioi_deriv_of_nonneg' (fun u _ => hd u)
    (fun u _ => mirrorKernel_nonneg z u) hl, ?_⟩
  rw [integral_Ioi_of_hasDerivAt_of_nonneg' (fun u _ => hd u)
    (fun u _ => mirrorKernel_nonneg z u) hl]
  simp only [mul_zero, zero_mul, Real.exp_zero]
  ring
```

## Bounding the potential

The product aK is dominated by |a|/(4z³), which is integrable because a is.

```lean
/-- For `z > 0` and an integrable polarizability, the integrand of the atom-surface potential
is integrable. -/
theorem integrableOn_potential {a : ℝ → ℝ} {z : ℝ} (hz : 0 < z) (ha : IntegrableOn a (Ioi 0)) :
    IntegrableOn (fun u => a u * mirrorKernel z u) (Ioi 0) := by
  refine Integrable.mono' (ha.norm.mul_const (1 / (4 * z ^ 3)))
    (ha.aestronglyMeasurable.mul (mirrorKernel_integral hz).1.aestronglyMeasurable) ?_
  refine ae_restrict_of_forall_mem measurableSet_Ioi fun u hu => ?_
  rw [norm_mul, Real.norm_of_nonneg (mirrorKernel_nonneg z u)]
  exact mul_le_mul_of_nonneg_left (mirrorKernel_le hz (le_of_lt hu)) (norm_nonneg _)
```

In the main theorem, `h0` and `h1` are the conditions 0 ≤ a(u) and a(u) ≤ a0 for u > 0. The steps `hR` and `hN` are the two replacements made by hand, and `hU` removes the absolute value using the sign of the integral.

```lean
/-- For `z > 0` and an integrable polarizability with `0 ≤ a ≤ a0`, the atom-surface potential
is nonpositive and its size is at most `3a0/(8πz⁴)` and at most `∫a/(4πz³)`. -/
theorem surfacePotential_bounds {a : ℝ → ℝ} {a0 z : ℝ} (hz : 0 < z)
    (ha : IntegrableOn a (Ioi 0)) (h0 : ∀ u, 0 < u → 0 ≤ a u) (h1 : ∀ u, 0 < u → a u ≤ a0) :
    surfacePotential a z ≤ 0 ∧
      |surfacePotential a z| ≤ 3 * a0 / (8 * π * z ^ 4) ∧
      |surfacePotential a z| ≤ (∫ u in Ioi (0 : ℝ), a u) / (4 * π * z ^ 3) := by
  have hp : 0 < 1 / π := by positivity
  have hI : 0 ≤ ∫ u in Ioi (0 : ℝ), a u * mirrorKernel z u :=
    setIntegral_nonneg measurableSet_Ioi
      (fun u hu => mul_nonneg (h0 u hu) (mirrorKernel_nonneg z u))
  -- bound the polarizability by its upper bound `a0`
  have hR := setIntegral_mono_on (integrableOn_potential hz ha)
    ((mirrorKernel_integral hz).1.const_mul a0) measurableSet_Ioi
    (fun u hu => mul_le_mul_of_nonneg_right (h1 u hu) (mirrorKernel_nonneg z u))
  rw [integral_const_mul, (mirrorKernel_integral hz).2] at hR
  -- bound the kernel by its value at zero frequency
  have hN := setIntegral_mono_on (integrableOn_potential hz ha)
    (ha.mul_const (1 / (4 * z ^ 3))) measurableSet_Ioi
    (fun u hu => mul_le_mul_of_nonneg_left (mirrorKernel_le hz (le_of_lt hu)) (h0 u hu))
  rw [integral_mul_const] at hN
  have hU : |surfacePotential a z| = 1 / π * ∫ u in Ioi (0 : ℝ), a u * mirrorKernel z u := by
    rw [surfacePotential, abs_mul, abs_neg, abs_of_pos hp, abs_of_nonneg hI]
  refine ⟨?_, ?_, ?_⟩
  · rw [surfacePotential, neg_mul]
    exact neg_nonpos.2 (mul_nonneg hp.le hI)
  · rw [hU]
    exact (mul_le_mul_of_nonneg_left hR hp.le).trans_eq (by ring)
  · rw [hU]
    exact (mul_le_mul_of_nonneg_left hN hp.le).trans_eq (by ring)
```

Without `h0` the theorem fails. Take a(u) = −1 for 0 < u < 1, a(u) = 0 elsewhere, and a0 = 0. This a is integrable and satisfies a ≤ a0, but U is positive, while the two claimed upper bounds on |U| are zero and negative. Some restriction on negative values of a is therefore needed.

## Where the constants are reached

A constant polarizability gives the first bound with equality for a0 ≥ 0. Unless a0 = 0 it is not integrable over all frequencies, so it is a limiting case and not an instance of the main theorem; its potential is still finite because K is integrable.

```lean
/-- For `z > 0`, a frequency-independent polarizability `a0` gives exactly the potential
`-3a0/(8πz⁴)`. -/
theorem surfacePotential_const {z : ℝ} (hz : 0 < z) (a0 : ℝ) :
    surfacePotential (fun _ => a0) z = -(3 * a0 / (8 * π * z ^ 4)) := by
  rw [surfacePotential, integral_const_mul, (mirrorKernel_integral hz).2]
  ring
```

For the second bound, consider z → 0 from above, written `𝓝[>] 0`. At fixed u, z³K(z,u) tends to 1/4, and for u > 0 the product of a(u) and z³K(z,u) never exceeds |a(u)|/4 in size. Dominated convergence moves the limit inside the integral, which is the step `key`. The 1/z³ law appears with exactly the constant of the bound, so for ∫a > 0 no smaller constant would do at all distances. No sign condition on a is needed for the limit.

```lean
/-- For an integrable polarizability, `z³` times the atom-surface potential tends to
`-∫a/(4π)` as the atom approaches the surface. -/
theorem surfacePotential_near {a : ℝ → ℝ} (ha : IntegrableOn a (Ioi 0)) :
    Tendsto (fun z => z ^ 3 * surfacePotential a z) (𝓝[>] 0)
      (𝓝 (-(∫ u in Ioi (0 : ℝ), a u) / (4 * π))) := by
  have key : Tendsto (fun z => ∫ u in Ioi (0 : ℝ), a u * (z ^ 3 * mirrorKernel z u)) (𝓝[>] 0)
      (𝓝 (∫ u in Ioi (0 : ℝ), a u * (1 / 4))) := by
    refine tendsto_integral_filter_of_dominated_convergence (fun u => ‖a u‖ * (1 / 4))
      ?_ ?_ (ha.norm.mul_const _) ?_
    · filter_upwards [self_mem_nhdsWithin] with z hz
      exact ha.aestronglyMeasurable.mul
        ((mirrorKernel_integral (mem_Ioi.1 hz)).1.const_mul (z ^ 3)).aestronglyMeasurable
    · filter_upwards [self_mem_nhdsWithin] with z hz
      have hz' : 0 < z := hz
      refine ae_restrict_of_forall_mem measurableSet_Ioi fun u hu => ?_
      have hk := mirrorKernel_le hz' (le_of_lt hu)
      rw [le_div_iff₀ (by positivity)] at hk
      rw [norm_mul, Real.norm_of_nonneg (mul_nonneg (by positivity) (mirrorKernel_nonneg z u))]
      exact mul_le_mul_of_nonneg_left (by linarith) (norm_nonneg _)
    · refine ae_of_all _ fun u => Tendsto.const_mul (a u) ?_
      have hc : Continuous fun z : ℝ =>
          Real.exp (-2 * u * z) * (1 + 2 * (u * z) + 2 * (u * z) ^ 2) / 4 := by fun_prop
      refine ((hc.tendsto' 0 (1 / 4) (by simp)).mono_left nhdsWithin_le_nhds).congr' ?_
      filter_upwards [self_mem_nhdsWithin] with z hz
      have hz' : 0 < z := hz
      rw [mirrorKernel_eq hz']
      field_simp
  have hlim : -(1 / π) * (∫ u in Ioi (0 : ℝ), a u * (1 / 4)) =
      -(∫ u in Ioi (0 : ℝ), a u) / (4 * π) := by
    rw [integral_mul_const]
    ring
  rw [← hlim]
  refine (key.const_mul (-(1 / π))).congr fun z => ?_
  have hs : ∫ u in Ioi (0 : ℝ), a u * (z ^ 3 * mirrorKernel z u) =
      z ^ 3 * ∫ u in Ioi (0 : ℝ), a u * mirrorKernel z u := by
    rw [← integral_const_mul]
    congr 1
    ext u
    ring
  rw [hs, surfacePotential]
  ring
```

## An atom with a single transition

For a(u) = a0ω²/(ω² + u²), an antiderivative is a0ω arctan(u/ω), so ∫a = πa0ω/2 and the second bound becomes a0ω/(8z³). The proof checks 0 ≤ a ≤ a0 in `hn` and `hle`, evaluates the integral in `hv`, and applies the main theorem. The two bounds cross at z = 3/(πω) when a0 > 0, a distance set by the transition frequency alone.

```lean
/-- For `z > 0`, a single oscillator with `a0 ≥ 0` and `ω > 0` has an atom-surface potential of
size at most `3a0/(8πz⁴)` and at most `a0ω/(8z³)`. -/
theorem oscillator_bounds {a0 ω z : ℝ} (ha0 : 0 ≤ a0) (hω : 0 < ω) (hz : 0 < z) :
    |surfacePotential (oscillator a0 ω) z| ≤ 3 * a0 / (8 * π * z ^ 4) ∧
      |surfacePotential (oscillator a0 ω) z| ≤ a0 * ω / (8 * z ^ 3) := by
  have hn (u : ℝ) : 0 ≤ oscillator a0 ω u := by unfold oscillator; positivity
  have hle (u : ℝ) : oscillator a0 ω u ≤ a0 := by
    rw [oscillator, div_le_iff₀ (by positivity)]
    nlinarith [mul_nonneg ha0 (sq_nonneg u)]
  -- the polarizability is the derivative of an arctangent
  have hd (u : ℝ) : HasDerivAt (fun u => a0 * ω * Real.arctan (u / ω)) (oscillator a0 ω u) u := by
    refine (((hasDerivAt_id' u).div_const ω).arctan.const_mul (a0 * ω)).congr_deriv ?_
    have h : ω ^ 2 + u ^ 2 ≠ 0 := by positivity
    have h' : 1 + (u / ω) ^ 2 = (ω ^ 2 + u ^ 2) / ω ^ 2 := by field_simp
    rw [h', oscillator]
    field_simp
  have hl : Tendsto (fun u => a0 * ω * Real.arctan (u / ω)) atTop (𝓝 (a0 * ω * (π / 2))) :=
    ((Real.tendsto_arctan_atTop.mono_right nhdsWithin_le_nhds).comp
      (tendsto_id.atTop_div_const hω)).const_mul (a0 * ω)
  have hi := integrableOn_Ioi_deriv_of_nonneg' (a := 0) (fun u _ => hd u) (fun u _ => hn u) hl
  have hv := integral_Ioi_of_hasDerivAt_of_nonneg' (a := 0) (fun u _ => hd u)
    (fun u _ => hn u) hl
  obtain ⟨-, hR, hN⟩ := surfacePotential_bounds hz hi (fun u _ => hn u) (fun u _ => hle u)
  refine ⟨hR, hN.trans_eq ?_⟩
  rw [hv, zero_div, Real.arctan_zero, mul_zero, sub_zero,
    div_eq_div_iff (by positivity) (by positivity)]
  ring

end

end AtomSurfaceBounds
```

```lean
#print axioms AtomSurfaceBounds.surfacePotential_const
#print axioms AtomSurfaceBounds.surfacePotential_near
#print axioms AtomSurfaceBounds.oscillator_bounds
```

```
'AtomSurfaceBounds.surfacePotential_const' depends on axioms: [propext, Classical.choice, Quot.sound]
'AtomSurfaceBounds.surfacePotential_near' depends on axioms: [propext, Classical.choice, Quot.sound]
'AtomSurfaceBounds.oscillator_bounds' depends on axioms: [propext, Classical.choice, Quot.sound]
```
